# Convexity of $\operatorname{Tr} f(\rho)$ under mixing of finite-dimensional density matrices, for $f$ convex on $[0,1]$

A: Let $\rho$ and $\sigma$ be density matrices on $\mathbb{C}^n$, let $0\le p\le 1$, and let $f$ be a real function convex on $[0,1]$. Then

$$\operatorname{Tr} f\big(p\rho+(1-p)\sigma\big)\;\le\; p\operatorname{Tr} f(\rho)+(1-p)\operatorname{Tr} f(\sigma),$$

where $\operatorname{Tr} f$ of a Hermitian matrix is the sum of $f$ over its eigenvalues, counted with multiplicity.

Q: For commuting states that is ordinary convexity, eigenvalue by eigenvalue. But $\rho$ and $\sigma$ need not share eigenvectors, and then the eigenvalues of the mixture need not come from averaging theirs in pairs. What replaces that argument?

A: Expectation values do. Take a Hermitian $A$ with orthonormal eigenvectors $e_j$ and eigenvalues $a_j$. For any vector $x$, inserting the resolution of the identity and moving $A$ across the inner product gives

$$\langle x,Ax\rangle=\sum_j\langle x,e_j\rangle\langle e_j,Ax\rangle=\sum_j\langle x,e_j\rangle\langle Ae_j,x\rangle=\sum_j|\langle e_j,x\rangle|^2a_j .$$

If $\|x\|=1$, the weights sum to one, so the expectation value is an average of eigenvalues. Now let $b_i$ be any orthonormal basis and let $f$ be convex on a set $s$ containing all the $a_j$. Jensen's inequality gives

$$f(\langle b_i,Ab_i\rangle)\le\sum_j|\langle e_j,b_i\rangle|^2f(a_j).$$

Sum over $i$ and exchange the sums. Since $\sum_i|\langle e_j,b_i\rangle|^2=\|e_j\|^2=1$, the result is the Peierls inequality,

$$\sum_i f(\langle b_i,Ab_i\rangle)\le\sum_j f(a_j)=\operatorname{Tr}f(A).$$

Q: That concerns one matrix. Where does the mixture enter?

A: Through the choice of basis. Let $B$ be a second Hermitian matrix with spectrum in $s$, and let $C=pA+(1-p)B$ have orthonormal eigenvectors $c_i$ and eigenvalues $\gamma_i$. Then

$$\gamma_i=\langle c_i,Cc_i\rangle=p\langle c_i,Ac_i\rangle+(1-p)\langle c_i,Bc_i\rangle .$$

Both expectation values lie in $s$, because they are averages of points of a convex set. Convexity of $f$ therefore gives

$$f(\gamma_i)\le p\,f(\langle c_i,Ac_i\rangle)+(1-p)\,f(\langle c_i,Bc_i\rangle).$$

Sum over $i$ and apply the Peierls inequality to $A$ and to $B$, both in the basis $c_i$. This proves convexity for Hermitian matrices. The eigenvalues of a density matrix are nonnegative and sum to one, so each is at most one, and we may take $s=[0,1]$.

Q: I accept the mathematics. My doubt is whether the Lean statement is about the same objects. What is a state there?

A: A complex matrix whose rows and columns are labelled by a finite type `n`, positive semidefinite and of trace one.

```lean
import Mathlib

open Matrix
open scoped ComplexOrder

namespace ConvexTraceFunctions

noncomputable section

variable {n : Type*} [Fintype n] [DecidableEq n]

/-- A density matrix: positive semidefinite with unit trace. -/
structure IsDensityMatrix (ρ : Matrix n n ℂ) : Prop where
  posSemidef : ρ.PosSemidef
  trace_one : ρ.trace = 1
```

Q: And $\operatorname{Tr} f(\rho)$? I would expect a matrix $f(\rho)$ and then its trace.

A: The file defines the number directly as the eigenvalue sum. By the spectral theorem this is the trace of the matrix function, but the file neither builds that matrix nor proves the identification. The argument `hA` certifies that the matrix is Hermitian, which is what gives access to real eigenvalues.

```lean
/-- The trace function `Tr f(A)`: the sum of `f` over the eigenvalues of a Hermitian matrix,
counted with multiplicity. -/
def traceFn (f : ℝ → ℝ) {A : Matrix n n ℂ} (hA : A.IsHermitian) : ℝ :=
  ∑ i, f (hA.eigenvalues i)
```

Q: The expectation value is defined with a real part. Does that discard anything?

A: Not for Hermitian matrices, where $\langle x,Ax\rangle$ is already real. The real part only makes the result a real number, to which $f$ can be applied. The inner product is conjugate-linear in its first argument, and `WithLp.toLp 2` regards a column of numbers as a vector with the Euclidean norm.

```lean
/-- The expectation value `⟨x, A x⟩` (its real part) of a matrix in the vector `x`. -/
def expectation (A : Matrix n n ℂ) (x : EuclideanSpace ℂ n) : ℝ :=
  (inner ℂ x (WithLp.toLp 2 (A *ᵥ x.ofLp))).re
```

The mixture also needs its certificate of Hermiticity, and the next lemma supplies it for any real coefficients.

```lean
omit [Fintype n] [DecidableEq n] in
/-- A real linear combination of two Hermitian matrices is Hermitian. -/
theorem isHermitian_mix {A B : Matrix n n ℂ} (hA : A.IsHermitian) (hB : B.IsHermitian)
    (p q : ℝ) : (p • A + q • B).IsHermitian := by
  show (p • A + q • B)ᴴ = p • A + q • B
  simp [Matrix.conjTranspose_add, Matrix.conjTranspose_smul, hA.eq, hB.eq]
```

Q: Then show me where the steps you wrote out occur.

A: The first two facts are the eigenvalue equation $Ae_j=a_je_j$, stated for Euclidean vectors, and the rule $\langle y,Ax\rangle=\langle Ay,x\rangle$.

```lean
private theorem mulVec_eigen {A : Matrix n n ℂ} (hA : A.IsHermitian) (j : n) :
    WithLp.toLp 2 (A *ᵥ (hA.eigenvectorBasis j).ofLp)
      = (hA.eigenvalues j : ℂ) • hA.eigenvectorBasis j := by
  ext i
  have h := congrFun (hA.mulVec_eigenvectorBasis j) i
  simpa using h

omit [DecidableEq n] in
private theorem inner_mulVec {A : Matrix n n ℂ} (hA : A.IsHermitian)
    (x y : EuclideanSpace ℂ n) :
    inner ℂ y (WithLp.toLp 2 (A *ᵥ x.ofLp)) = inner ℂ (WithLp.toLp 2 (A *ᵥ y.ofLp)) x := by
  rw [EuclideanSpace.inner_eq_star_dotProduct, EuclideanSpace.inner_eq_star_dotProduct]
  show (A *ᵥ x.ofLp) ⬝ᵥ star y.ofLp = x.ofLp ⬝ᵥ star (A *ᵥ y.ofLp)
  rw [Matrix.star_mulVec, hA.eq, dotProduct_comm, Matrix.dotProduct_mulVec, dotProduct_comm]
```

The expansion of the expectation value follows. The rewrite with `sum_inner_mul_inner` inserts the resolution of the identity, and `key` is the arithmetic fact that $\bar z\,r\,z$ has real part $|z|^2r$ for real $r$.

```lean
/-- The expectation value is the sum of the eigenvalues weighted by the squared overlaps
of the vector with the eigenvectors. -/
theorem expectation_eq_sum {A : Matrix n n ℂ} (hA : A.IsHermitian) (x : EuclideanSpace ℂ n) :
    expectation A x
      = ∑ j, ‖inner ℂ (hA.eigenvectorBasis j) x‖ ^ 2 * hA.eigenvalues j := by
  have key : ∀ (z : ℂ) (r : ℝ), (starRingEnd ℂ z * ((r : ℂ) * z)).re = ‖z‖ ^ 2 * r := by
    intro z r
    rw [Complex.sq_norm, Complex.normSq_apply]
    simp only [Complex.mul_re, Complex.mul_im, Complex.conj_re, Complex.conj_im,
      Complex.ofReal_re, Complex.ofReal_im]
    ring
  unfold expectation
  -- insert the resolution of the identity in the eigenbasis
  rw [← hA.eigenvectorBasis.sum_inner_mul_inner x _, Complex.re_sum]
  refine Finset.sum_congr rfl fun j _ => ?_
  rw [inner_mulVec hA, mulVec_eigen hA, inner_smul_left, Complex.conj_ofReal,
    ← inner_conj_symm x (hA.eigenvectorBasis j), key]
```

For a unit vector the weights sum to one, so the expectation value stays in any convex set that contains the spectrum.

```lean
private theorem expectation_mem {A : Matrix n n ℂ} (hA : A.IsHermitian) {s : Set ℝ}
    (hs : Convex ℝ s) (hAs : ∀ i, hA.eigenvalues i ∈ s) {x : EuclideanSpace ℂ n}
    (hx : ‖x‖ = 1) : expectation A x ∈ s := by
  rw [expectation_eq_sum hA]
  have h1 : ∑ j, ‖inner ℂ (hA.eigenvectorBasis j) x‖ ^ 2 = 1 := by
    rw [hA.eigenvectorBasis.sum_sq_norm_inner_right, hx, one_pow]
  have h := hs.sum_mem (t := Finset.univ) (fun j _ => sq_nonneg _) h1 (fun j _ => hAs j)
  simpa only [smul_eq_mul] using h
```

Q: Is the Peierls inequality proved for every basis, or only for a convenient one?

A: For every orthonormal basis `b` of the whole space. The step `jensen` treats one basis vector, `Finset.sum_comm` exchanges the two sums, and the last rewrite uses the fact that the squared overlaps of a fixed eigenvector with the basis sum to one.

```lean
/-- Peierls inequality: for `f` convex on a set containing the spectrum of `A`, the sum of `f`
over the expectation values of `A` in any orthonormal basis is at most `Tr f(A)`. -/
theorem peierls_inequality {A : Matrix n n ℂ} (hA : A.IsHermitian) {s : Set ℝ} {f : ℝ → ℝ}
    (hf : ConvexOn ℝ s f) (hAs : ∀ i, hA.eigenvalues i ∈ s)
    (b : OrthonormalBasis n ℂ (EuclideanSpace ℂ n)) :
    ∑ i, f (expectation A (b i)) ≤ traceFn f hA := by
  -- Jensen's inequality for each basis vector
  have jensen : ∀ i, f (expectation A (b i))
      ≤ ∑ j, ‖inner ℂ (hA.eigenvectorBasis j) (b i)‖ ^ 2 * f (hA.eigenvalues j) := by
    intro i
    have h1 : ∑ j, ‖inner ℂ (hA.eigenvectorBasis j) (b i)‖ ^ 2 = 1 := by
      rw [hA.eigenvectorBasis.sum_sq_norm_inner_right, b.orthonormal.1 i, one_pow]
    have h := hf.map_sum_le (t := Finset.univ) (fun j _ => sq_nonneg _) h1 (fun j _ => hAs j)
    rw [expectation_eq_sum hA]
    simpa only [smul_eq_mul] using h
  unfold traceFn
  refine (Finset.sum_le_sum fun i _ => jensen i).trans (le_of_eq ?_)
  -- the squared overlaps also sum to one over the basis `b`
  rw [Finset.sum_comm]
  refine Finset.sum_congr rfl fun j _ => ?_
  rw [← Finset.sum_mul, b.sum_sq_norm_inner_left, hA.eigenvectorBasis.orthonormal.1 j,
    one_pow, one_mul]
```

Q: And the convexity theorem itself?

A: Here `hC` certifies that the mixture $C$ is Hermitian, and its `eigenvectorBasis` consists of the $c_i$. The step `hval` is the formula for $\gamma_i$, `hstep` is convexity of $f$ at each eigenvalue, and `hPA` and `hPB` are the two Peierls bounds, multiplied by $p$ and $1-p$. The hypothesis `ConvexOn ℝ s f` includes convexity of the set `s`, which `hstep` needs in order to place the expectation values in `s`.

```lean
/-- Convexity of the trace function `A ↦ Tr f(A)` on Hermitian matrices whose spectra lie
in a set on which `f` is convex. -/
theorem traceFn_convex {A B : Matrix n n ℂ} (hA : A.IsHermitian) (hB : B.IsHermitian)
    {s : Set ℝ} {f : ℝ → ℝ} (hf : ConvexOn ℝ s f) (hAs : ∀ i, hA.eigenvalues i ∈ s)
    (hBs : ∀ i, hB.eigenvalues i ∈ s) {p : ℝ} (hp0 : 0 ≤ p) (hp1 : p ≤ 1) :
    traceFn f (isHermitian_mix hA hB p (1 - p))
      ≤ p * traceFn f hA + (1 - p) * traceFn f hB := by
  have hC := isHermitian_mix hA hB p (1 - p)
  have hn : ∀ i, ‖hC.eigenvectorBasis i‖ = 1 := hC.eigenvectorBasis.orthonormal.1
  -- each eigenvalue of the mixture is an average of two expectation values
  have hval : ∀ i, hC.eigenvalues i = p * expectation A (hC.eigenvectorBasis i)
      + (1 - p) * expectation B (hC.eigenvectorBasis i) := by
    intro i
    have h1 : expectation (p • A + (1 - p) • B) (hC.eigenvectorBasis i)
        = hC.eigenvalues i := by
      unfold expectation
      rw [mulVec_eigen hC, inner_smul_right, inner_self_eq_norm_sq_to_K, hn i]
      simp
    rw [← h1]
    simp only [expectation, EuclideanSpace.inner_eq_star_dotProduct, Matrix.add_mulVec,
      Matrix.smul_mulVec, add_dotProduct, smul_dotProduct, Complex.add_re, Complex.smul_re,
      smul_eq_mul]
  have hstep : ∀ i, f (hC.eigenvalues i) ≤ p * f (expectation A (hC.eigenvectorBasis i))
      + (1 - p) * f (expectation B (hC.eigenvectorBasis i)) := by
    intro i
    have h := hf.2 (expectation_mem hA hf.1 hAs (hn i)) (expectation_mem hB hf.1 hBs (hn i))
      hp0 (sub_nonneg.mpr hp1) (by ring)
    rw [hval i]
    simpa only [smul_eq_mul] using h
  have hsum := Finset.sum_le_sum fun i (_ : i ∈ Finset.univ) => hstep i
  rw [Finset.sum_add_distrib, ← Finset.mul_sum, ← Finset.mul_sum] at hsum
  -- the Peierls inequality bounds both sums
  have hPA := mul_le_mul_of_nonneg_left
    (peierls_inequality hA hf hAs hC.eigenvectorBasis) hp0
  have hPB := mul_le_mul_of_nonneg_left
    (peierls_inequality hB hf hBs hC.eigenvectorBasis) (sub_nonneg.mpr hp1)
  exact hsum.trans (add_le_add hPA hPB)
```

Q: So far `s` is arbitrary. Is $[0,1]$ assumed for density matrices?

A: It is derived. The trace condition becomes a statement that the real eigenvalues sum to one, and a single term of a sum of nonnegative terms is at most the whole sum.

```lean
/-- The eigenvalues of a density matrix lie in `[0,1]`. -/
theorem IsDensityMatrix.eigenvalues_mem {ρ : Matrix n n ℂ} (hρ : IsDensityMatrix ρ) (i : n) :
    hρ.posSemidef.isHermitian.eigenvalues i ∈ Set.Icc (0 : ℝ) 1 := by
  have h0 := fun j => hρ.posSemidef.eigenvalues_nonneg j
  have t : (1 : ℂ) = ∑ j, ((hρ.posSemidef.isHermitian.eigenvalues j : ℝ) : ℂ) :=
    hρ.trace_one.symm.trans hρ.posSemidef.isHermitian.trace_eq_sum_eigenvalues
  have hsum : ∑ j, hρ.posSemidef.isHermitian.eigenvalues j = 1 := by exact_mod_cast t.symm
  exact ⟨h0 i, hsum ▸ Finset.single_le_sum (fun j _ => h0 j) (Finset.mem_univ i)⟩
```

The statement I opened with is then a special case. Although `f` is a function on all of $\mathbb{R}$, only its convexity on `Set.Icc 0 1` is required.

```lean
/-- For `f` convex on `[0,1]`, the sum of `f` over the eigenvalues of a mixture of two density
matrices is at most the weighted average of the sums for the two states. -/
theorem density_traceFn_convex {ρ σ : Matrix n n ℂ} (hρ : IsDensityMatrix ρ)
    (hσ : IsDensityMatrix σ) {f : ℝ → ℝ} (hf : ConvexOn ℝ (Set.Icc 0 1) f)
    {p : ℝ} (hp0 : 0 ≤ p) (hp1 : p ≤ 1) :
    traceFn f (isHermitian_mix hρ.posSemidef.isHermitian hσ.posSemidef.isHermitian p (1 - p))
      ≤ p * traceFn f hρ.posSemidef.isHermitian
        + (1 - p) * traceFn f hσ.posSemidef.isHermitian :=
  traceFn_convex _ _ hf hρ.eigenvalues_mem hσ.eigenvalues_mem hp0 hp1
```

Q: I would have expected the entropy next.

A: This file has no entropy theorem. Choosing $f(x)=x\ln x$, with value $0$ at $x=0$, would lead to concavity of the von Neumann entropy. The function worked out here is $x^q$ with real $q\ge1$, which is convex on $[0,\infty)$ and hence on $[0,1]$. For $q=2$ it says that the purity of a mixture of two finite-dimensional states is at most the weighted average of their purities.

```lean
/-- For real `q ≥ 1`, the power trace `Tr ρ^q` is convex under mixing of density matrices. -/
theorem power_trace_convex {ρ σ : Matrix n n ℂ} (hρ : IsDensityMatrix ρ)
    (hσ : IsDensityMatrix σ) {q : ℝ} (hq : 1 ≤ q) {p : ℝ} (hp0 : 0 ≤ p) (hp1 : p ≤ 1) :
    traceFn (fun x => x ^ q)
        (isHermitian_mix hρ.posSemidef.isHermitian hσ.posSemidef.isHermitian p (1 - p))
      ≤ p * traceFn (fun x => x ^ q) hρ.posSemidef.isHermitian
        + (1 - p) * traceFn (fun x => x ^ q) hσ.posSemidef.isHermitian :=
  density_traceFn_convex hρ hσ
    ((convexOn_rpow hq).subset (fun _ hx => hx.1) (convex_Icc 0 1)) hp0 hp1
```

Q: A Hamiltonian need not have its spectrum in $[0,1]$. Does any of this reach thermal physics?

A: Yes, because the general theorem allows any convex set, including the whole real line. The partition function is $Z(H)=\operatorname{Tr}e^{-\beta H}$, where $\beta$ stands for the inverse temperature $1/k_BT$. It is again defined as a sum over energy levels, with degenerate levels counted repeatedly.

```lean
/-- The canonical partition function `Tr exp(-β H)`, summed over the energy levels of `H`. -/
def partitionFn (β : ℝ) {H : Matrix n n ℂ} (hH : H.IsHermitian) : ℝ :=
  traceFn (fun E => Real.exp (-β * E)) hH
```

The Boltzmann factor $E\mapsto e^{-\beta E}$ is convex on the real line, since it is the exponential of a linear function. This holds for every real $\beta$, so the theorems put no condition on its sign.

```lean
private theorem convexOn_boltzmann (β : ℝ) :
    ConvexOn ℝ Set.univ (fun E : ℝ => Real.exp (-β * E)) := by
  refine ⟨convex_univ, fun x _ y _ a b ha hb hab => ?_⟩
  have h := convexOn_exp.2 (Set.mem_univ (-β * x)) (Set.mem_univ (-β * y)) ha hb hab
  simp only [smul_eq_mul] at h ⊢
  have e : -β * (a * x + b * y) = a * (-β * x) + b * (-β * y) := by ring
  rw [e]
  exact h
```

The Peierls inequality now bounds $Z$ from below by the Boltzmann factors of the mean energies:

$$\sum_i e^{-\beta\langle b_i,Hb_i\rangle}\le Z(H).$$

```lean
/-- The Boltzmann factors of the mean energies in any orthonormal basis sum to a lower bound
on the partition function. -/
theorem partitionFn_lower_bound (β : ℝ) {H : Matrix n n ℂ} (hH : H.IsHermitian)
    (b : OrthonormalBasis n ℂ (EuclideanSpace ℂ n)) :
    ∑ i, Real.exp (-β * expectation H (b i)) ≤ partitionFn β hH :=
  peierls_inequality hH (convexOn_boltzmann β) (fun _ => Set.mem_univ _) b
```

Q: What does that give someone who computes electronic structure?

A: For a many-electron Hamiltonian represented as a finite matrix in an orthonormal basis of Slater determinants, the diagonal elements alone give a lower bound on the partition function of that matrix. The bound says nothing about the error made by truncating the basis.

The last theorem applies convexity to two Hamiltonians $H$ and $K$ at the same $\beta$:

$$Z\big(pH+(1-p)K\big)\le p\,Z(H)+(1-p)\,Z(K).$$

```lean
/-- The partition function is a convex function of the Hamiltonian. -/
theorem partitionFn_convex (β : ℝ) {H K : Matrix n n ℂ} (hH : H.IsHermitian)
    (hK : K.IsHermitian) {p : ℝ} (hp0 : 0 ≤ p) (hp1 : p ≤ 1) :
    partitionFn β (isHermitian_mix hH hK p (1 - p))
      ≤ p * partitionFn β hH + (1 - p) * partitionFn β hK :=
  traceFn_convex hH hK (convexOn_boltzmann β) (fun _ => Set.mem_univ _)
    (fun _ => Set.mem_univ _) hp0 hp1

end

end ConvexTraceFunctions
```

```lean
#print axioms ConvexTraceFunctions.power_trace_convex
#print axioms ConvexTraceFunctions.partitionFn_lower_bound
#print axioms ConvexTraceFunctions.partitionFn_convex
```

```
'ConvexTraceFunctions.power_trace_convex' depends on axioms: [propext, Classical.choice, Quot.sound]
'ConvexTraceFunctions.partitionFn_lower_bound' depends on axioms: [propext, Classical.choice, Quot.sound]
'ConvexTraceFunctions.partitionFn_convex' depends on axioms: [propext, Classical.choice, Quot.sound]
```

Q: Then my remaining reservation is about infinite dimension. An oscillator or a particle in a box is not covered.

A: Correct. Every sum here is finite and every Hermitian matrix has a complete eigenbasis. An unbounded Hamiltonian would bring in questions of domain and convergence that these theorems do not address. They do apply to spin systems on finite lattices and to Hamiltonians already reduced to a finite basis.
